# Isotropic oscillator at a perfect mirror: the self-consistent image shift lies below its first-order value

The attraction of an atom at height $z$ to a metal surface is often written as $-C_3/z^3$, a form that fails close to the surface. One of the corrections can be worked out exactly in a simple model. For an isotropic oscillator at a perfect mirror, without retardation, $-C_3/z^3$ is the first-order value of the image shift. As long as the mirror does not make the oscillator unstable, the full shift is deeper, at small coupling by a fraction of about $3t/8$, where $t$ measures the coupling to the mirror. The model leaves out higher multipoles, electron overlap and the finite response of a real metal, so it does not by itself fix the height at which the term fails for a real atom.

## From the image dipole to the shift

The oscillator is a charge $q$ of mass $m$, bound to a fixed charge $-q$ at height $z$, with frequency $w>0$ and static polarizability $\alpha$, so that $q^2=\alpha m w^2$. Units are Gaussian with $\hbar=1$. The letter $t=\alpha/(8z^3)$ is a dimensionless coupling, not a time, and $C_3=\alpha w/8$ gives $C_3/z^3=wt$. The claim is that for $0<t\le 1/2$ the shift

$$E(t)=\tfrac w2\left(\sqrt{1-2t}+2\sqrt{1-t}-3\right)$$

satisfies $E(t)<-wt$, and that $(E(t)+wt)/t^2\to-3w/8$ as $t\to0^+$.

Number the axes 0, 1, 2, with 2 normal to the mirror. A dipole $p$ has the image $(-p_0,-p_1,p_2)$ at distance $2z$. Since the image is induced, the energy is half the dipole-dipole energy:

$$U=\frac{-p_0^2-p_1^2+p_2^2-3p_2^2}{2(2z)^3}=-\frac{p_0^2+p_1^2+2p_2^2}{16z^3}.$$

The image follows the dipole at every displacement $r$, which makes the shift self-consistent. With $p=qr$ and $q^2/(16z^3)=mw^2t/2$, the total potential is

$$\tfrac{mw^2}{2}\left[(1-t)(r_0^2+r_1^2)+(1-2t)r_2^2\right].$$

The frequencies are therefore $w\sqrt{1-t}$, twice, and $w\sqrt{1-2t}$. Half their sum, minus $3w/2$, is $E(t)$. Its slope at zero is $\frac w2(-1-1)=-w$, so the first-order value is $-wt$.

For the remainder, put $s=\sqrt{1-x}$ with $x\le1$. Then $x=(1-s)(1+s)$, and

$$\frac{x^2}{2(1+s)^2}=\frac{(1-s)^2}{2}=1-\frac x2-s.$$

Using this at $x=2t$ and $x=t$ gives

$$E+wt=-wt^2\left[\frac{1}{(1+\sqrt{1-2t})^2}+\frac{1}{2(1+\sqrt{1-t})^2}\right].$$

The right side is negative, and the bracket tends to $\frac14+\frac18=\frac38$.

At the endpoint $t=1/2$ the normal mode has lost its restoring force and no bound ground state is left, so $E$ is the limit of the shift from smaller $t$. There $E=-\frac w2(3-\sqrt2)\approx-0.79\,w$, against a first-order value of $-0.5\,w$.

## Dipole, image and modes as Lean definitions

Vectors are functions `Fin 3 → ℝ`, and `⬝ᵥ` is the dot product.

```lean
import Mathlib

open Matrix Filter Topology

namespace AtomMirrorShift

noncomputable section

/-- Electrostatic energy of two point dipoles `p` and `p'` at separation `R > 0` along the unit
vector `n`, in Gaussian units. -/
def dipoleEnergy (p p' n : Fin 3 → ℝ) (R : ℝ) : ℝ :=
  (p ⬝ᵥ p' - 3 * (p ⬝ᵥ n) * (p' ⬝ᵥ n)) / R ^ 3
```

The mirror enters through the image dipole, its distance $2z$ and the factor one half in the energy. All three are postulated, and they stand for a perfect conductor that responds instantly to a point dipole.

```lean
/-- Image of a dipole in a perfect mirror whose normal is the third axis: the parallel
components are reversed and the normal one is kept. -/
def imageDipole (p : Fin 3 → ℝ) : Fin 3 → ℝ := ![-p 0, -p 1, p 2]

/-- Energy of a dipole at height `z > 0` above the mirror: half of its interaction with its image at
distance `2z`. -/
def imageEnergy (p : Fin 3 → ℝ) (z : ℝ) : ℝ :=
  dipoleEnergy p (imageDipole p) ![0, 0, 1] (2 * z) / 2
```

The frequencies have their physical meaning for $t\le1/2$; beyond that, Lean's square root of a negative number is 0.

```lean
/-- Frequencies of the two parallel modes and the normal mode at coupling `t ≤ 1/2`. -/
def modeFrequency (w t : ℝ) : Fin 3 → ℝ :=
  ![w * √(1 - t), w * √(1 - t), w * √(1 - 2 * t)]

/-- Change of the zero-point energy caused by the mirror at coupling `t ≤ 1/2`, with `ħ = 1`. -/
def shift (w t : ℝ) : ℝ := ∑ i, modeFrequency w t i / 2 - 3 * w / 2
```

The Gaussian is not normalised; for $m\Omega>0$ the normalised function carries the prefactor $(m\Omega/\pi)^{1/4}$.

```lean
/-- The Gaussian wave function of a one-dimensional oscillator of mass `m` and frequency `Ω`,
not normalised, with `ħ = 1`. -/
def gaussian (m Ω x : ℝ) : ℝ := Real.exp (-(m * Ω * x ^ 2 / 2))
```

## Image energy and normal modes

In the next proof, `key` writes the energy in components, and `linear_combination` clears the factor $z^3$.

```lean
/-- For `z ≠ 0` (a height if `z > 0`) `imageEnergy p z`, times `16 z³`, is minus the sum of the
squared dipole components, with the normal component counted twice. -/
theorem image_energy (p : Fin 3 → ℝ) {z : ℝ} (hz : z ≠ 0) :
    16 * z ^ 3 * imageEnergy p z = -(p 0 ^ 2 + p 1 ^ 2 + 2 * p 2 ^ 2) := by
  have key : imageEnergy p z =
      (p 0 * (-p 0) + p 1 * (-p 1) + p 2 * p 2 - 3 * p 2 * p 2) / (2 * z) ^ 3 / 2 := by
    simp [imageEnergy, dipoleEnergy, imageDipole, dotProduct, Fin.sum_univ_three]
  have hc := mul_inv_cancel₀ (pow_ne_zero 3 hz)
  rw [key, mul_pow]
  linear_combination (-(p 0 ^ 2 + p 1 ^ 2 + 2 * p 2 ^ 2)) * hc
```

Here `hU` inserts $q^2=\alpha mw^2$ and $\alpha=8z^3t$. The facts `s1` and `s2` square the two roots, which uses $t\le1/2$.

```lean
/-- For an oscillator of charge `q` and polarizability `α`, with `q² = α m w²`, for `z ≠ 0` (a
height if `z > 0`) and coupling `t = α/(8z³) ≤ 1/2`, the harmonic potential energy plus
`imageEnergy` is the potential energy of three independent oscillators with the mode frequencies. -/
theorem potential_normal_modes {q m w α z t : ℝ} (r : Fin 3 → ℝ) (hz : z ≠ 0)
    (hq : q ^ 2 = α * (m * w ^ 2)) (hα : α = 8 * z ^ 3 * t) (ht : t ≤ 1 / 2) :
    m * w ^ 2 / 2 * (r ⬝ᵥ r) + imageEnergy (q • r) z =
      ∑ i, m / 2 * modeFrequency w t i ^ 2 * r i ^ 2 := by
  -- the image energy in terms of the coupling
  have hU : imageEnergy (q • r) z =
      -(m * w ^ 2 * t / 2) * (r 0 ^ 2 + r 1 ^ 2 + 2 * r 2 ^ 2) := by
    have h16 : 16 * z ^ 3 ≠ 0 := mul_ne_zero (by norm_num) (pow_ne_zero 3 hz)
    apply mul_left_cancel₀ h16
    rw [image_energy _ hz]
    rw [hα] at hq
    simp only [Pi.smul_apply, smul_eq_mul]
    linear_combination (-(r 0 ^ 2 + r 1 ^ 2 + 2 * r 2 ^ 2)) * hq
  have f0 : modeFrequency w t 0 = w * √(1 - t) := rfl
  have f1 : modeFrequency w t 1 = w * √(1 - t) := rfl
  have f2 : modeFrequency w t 2 = w * √(1 - 2 * t) := rfl
  have s1 := Real.sq_sqrt (show 0 ≤ 1 - t by linarith)
  have s2 := Real.sq_sqrt (show 0 ≤ 1 - 2 * t by linarith)
  rw [hU, Fin.sum_univ_three, f0, f1, f2]
  simp only [dotProduct, Fin.sum_univ_three]
  linear_combination (-(m / 2 * w ^ 2 * (r 0 ^ 2 + r 1 ^ 2))) * s1
    - (m / 2 * w ^ 2 * r 2 ^ 2) * s2
```

Differentiating the Gaussian twice gives $(m^2\Omega^2x^2-m\Omega)$ times itself, so the kinetic term cancels the potential and leaves $\Omega/2$. The theorem treats one coordinate. That the three values add up to the lowest energy of the three-dimensional oscillator is the textbook step built into the definition of `shift`.

```lean
/-- For mass `m ≠ 0` the Gaussian solves the stationary Schrödinger equation of the
one-dimensional oscillator with energy `Ω/2`. -/
theorem gaussian_schrodinger {m : ℝ} (hm : m ≠ 0) (Ω x : ℝ) :
    -(1 / (2 * m)) * deriv (deriv (gaussian m Ω)) x + m * Ω ^ 2 / 2 * x ^ 2 * gaussian m Ω x
      = Ω / 2 * gaussian m Ω x := by
  have h1 : ∀ y, HasDerivAt (gaussian m Ω) (-(m * Ω * y) * gaussian m Ω y) y := by
    intro y
    have hp : HasDerivAt (fun x : ℝ => x ^ 2) (2 * y) y := by
      simpa using hasDerivAt_pow 2 y
    have h : HasDerivAt (fun x : ℝ => -(m * Ω * x ^ 2 / 2)) (-(m * Ω * y)) y := by
      exact ((hp.const_mul (m * Ω)).div_const 2).fun_neg.congr_deriv (by ring)
    exact h.exp.congr_deriv (by unfold gaussian; ring)
  have h2 : deriv (gaussian m Ω) = fun y => -(m * Ω * y) * gaussian m Ω y :=
    funext fun y => (h1 y).deriv
  have hl : HasDerivAt (fun y : ℝ => -(m * Ω * y)) (-(m * Ω)) x := by
    exact ((hasDerivAt_id' x).const_mul (m * Ω)).fun_neg.congr_deriv (by ring)
  have hc := mul_inv_cancel₀ hm
  rw [h2, (hl.fun_mul (h1 x)).deriv]
  linear_combination (Ω / 2 - m * Ω ^ 2 * x ^ 2 / 2) * gaussian m Ω x * hc
```

## Closed form and slope

```lean
/-- The zero-point shift in closed form. -/
theorem shift_eq (w t : ℝ) :
    shift w t = w / 2 * (√(1 - 2 * t) + 2 * √(1 - t) - 3) := by
  have h : shift w t = w * √(1 - t) / 2 + w * √(1 - t) / 2 + w * √(1 - 2 * t) / 2
      - 3 * w / 2 := by
    rw [shift, Fin.sum_univ_three]
    rfl
  rw [h]
  ring
```

The helper `h` finds the slope $-c/2$ of $\sqrt{1-ct}$ at zero, used for $c=2$ and $c=1$.

```lean
/-- The slope of the shift at zero coupling is `-w`, so its first-order value is `-wt`. -/
theorem shift_first_order (w : ℝ) : HasDerivAt (shift w) (-w) 0 := by
  have h : ∀ c : ℝ, HasDerivAt (fun t : ℝ => √(1 - c * t)) (-c / 2) 0 := by
    intro c
    have hi : HasDerivAt (fun t : ℝ => 1 - c * t) (-c) 0 := by
      exact (((hasDerivAt_id' (0 : ℝ)).const_mul c).const_sub 1).congr_deriv (by ring)
    convert hi.sqrt (by norm_num) using 1
    rw [mul_zero, sub_zero, Real.sqrt_one, mul_one]
  have e : shift w = fun t => w / 2 * (√(1 - 2 * t) + 2 * √(1 - 1 * t) - 3) := by
    funext t
    rw [shift_eq, one_mul]
  rw [e]
  exact ((((h 2).fun_add ((h 1).const_mul 2)).sub_const 3).const_mul (w / 2)).congr_deriv
    (by ring)
```

## The exact remainder, its sign and its limit

The root is replaced by a letter `s`, and `hx'` is the factorisation of $x$ used above.

```lean
/-- Exact remainder of the square root beyond first order, for `x ≤ 1`. -/
theorem sqrt_remainder {x : ℝ} (hx : x ≤ 1) :
    √(1 - x) = 1 - x / 2 - x ^ 2 / 2 / (1 + √(1 - x)) ^ 2 := by
  have hs := Real.sq_sqrt (show 0 ≤ 1 - x by linarith)
  have h0 := Real.sqrt_nonneg (1 - x)
  generalize √(1 - x) = s at hs h0 ⊢
  have hne : 1 + s ≠ 0 := by positivity
  -- since x = (1 - s)(1 + s), the last term is (1 - s)² / 2
  have hq : x ^ 2 / 2 / (1 + s) ^ 2 = (1 - s) ^ 2 / 2 := by
    have hx' : x = (1 - s) * (1 + s) := by linear_combination hs
    rw [div_div, div_eq_div_iff (by positivity) (by norm_num), hx']
    ring
  rw [hq]
  linear_combination hs / 2
```

The two instances of the identity enter with weights $w/2$ and $w$.

```lean
/-- For `t ≤ 1/2` the shift is its first-order value minus an explicit term of order `t²`. -/
theorem shift_remainder (w : ℝ) {t : ℝ} (ht : t ≤ 1 / 2) :
    shift w t = -(w * t) - w * t ^ 2 *
      (1 / (1 + √(1 - 2 * t)) ^ 2 + 1 / 2 / (1 + √(1 - t)) ^ 2) := by
  have a := sqrt_remainder (show 2 * t ≤ 1 by linarith)
  have b := sqrt_remainder (show t ≤ 1 by linarith)
  rw [shift_eq]
  linear_combination w / 2 * a + w * b
```

For $w>0$ and $t>0$ the subtracted term is positive, which `positivity` confirms.

```lean
/-- For `w > 0` and `0 < t ≤ 1/2` the self-consistent image shift is strictly below the
first-order value `-wt`. -/
theorem shift_lt_first_order {w t : ℝ} (hw : 0 < w) (h0 : 0 < t) (ht : t ≤ 1 / 2) :
    shift w t < -(w * t) := by
  have hpos : 0 < w * t ^ 2 *
      (1 / (1 + √(1 - 2 * t)) ^ 2 + 1 / 2 / (1 + √(1 - t)) ^ 2) := by positivity
  rw [shift_remainder w ht]
  linarith
```

The filter `𝓝[>] 0` means that $t$ approaches zero from above. Continuity gives each inverse square the limit $1/4$, and on $0<t<1/2$ the remainder formula identifies the quotient with the bracket times $-w$. The limit holds for every real $w$.

```lean
/-- The deviation of the shift from `-wt`, divided by `t²`, tends to `-3w/8` as the coupling
`t` tends to zero from above. -/
theorem shift_second_order (w : ℝ) :
    Tendsto (fun t => (shift w t + w * t) / t ^ 2) (𝓝[>] 0) (𝓝 (-(3 * w / 8))) := by
  have h : ∀ c : ℝ, Tendsto (fun t : ℝ => ((1 + √(1 - c * t)) ^ 2)⁻¹) (𝓝 0)
      (𝓝 (((1 + 1) ^ 2)⁻¹)) := by
    intro c
    have hc : Continuous (fun t : ℝ => (1 + √(1 - c * t)) ^ 2) := by fun_prop
    have h0 := hc.tendsto 0
    simp only [mul_zero, sub_zero, Real.sqrt_one] at h0
    exact h0.inv₀ (by norm_num)
  have hl := (((h 2).add ((h 1).const_mul (1 / 2))).const_mul (-w)).mono_left
    (nhdsWithin_le_nhds (s := Set.Ioi 0))
  have e : -w * (((1 + 1) ^ 2)⁻¹ + 1 / 2 * ((1 + 1) ^ 2)⁻¹) = -(3 * w / 8) := by ring
  rw [e] at hl
  refine hl.congr' ?_
  -- near zero the exact remainder applies
  filter_upwards [Ioo_mem_nhdsGT (show (0 : ℝ) < 1 / 2 by norm_num)] with t ht
  rw [shift_remainder w ht.2.le, eq_div_iff (pow_ne_zero 2 ht.1.ne'), one_mul]
  ring

end

end AtomMirrorShift
```

```lean
#print axioms AtomMirrorShift.gaussian_schrodinger
#print axioms AtomMirrorShift.shift_first_order
#print axioms AtomMirrorShift.shift_lt_first_order
#print axioms AtomMirrorShift.shift_second_order
```

```
'AtomMirrorShift.gaussian_schrodinger' depends on axioms: [propext, Classical.choice, Quot.sound]
'AtomMirrorShift.shift_first_order' depends on axioms: [propext, Classical.choice, Quot.sound]
'AtomMirrorShift.shift_lt_first_order' depends on axioms: [propext, Classical.choice, Quot.sound]
'AtomMirrorShift.shift_second_order' depends on axioms: [propext, Classical.choice, Quot.sound]
```
